# Tauc law: three-dimensional parabolic bands with a constant momentum matrix element, a constant refractive index and no momentum selection give √(wα) linear in w above the gap

## Why does the square root of wα give a straight line?

For parabolic band edges in three dimensions, a constant momentum matrix element, a constant refractive index and no momentum selection, $\sqrt{w\,\alpha(w)}$ is linear in the photon energy $w$ above the gap and extrapolates to zero at the gap; $\alpha$ is the absorption coefficient. I would like to see this derived rigorously from the densities of states, with a machine-checked proof. Does the square root really come from the band shapes, and what replaces it for other shapes?

## The band exponents fix the power of the excess energy

It does, provided that there is no momentum selection. Let the conduction density of states be $(E-E_g)^a$ above the gap energy $E_g$ and the valence density $(-E)^b$ below its edge at zero, both with unit prefactors and zero elsewhere, with $a,b\ge 0$. Then the joint density of states without momentum selection is, for $w>E_g$,

$$J(w)=C(a,b)\,(w-E_g)^{a+b+1},\qquad C(a,b)=\int_0^1 t^a(1-t)^b\,dt>0 .$$

The power $J^p$ is proportional to $w-E_g$ exactly when $p=1/(a+b+1)$. Parabolic bands in three dimensions have $a=b=\tfrac12$, hence $p=\tfrac12$.

### From two band edges to a straight line

$J(w)$ integrates the conduction density at $E$ times the valence density at $E-w$. The first factor needs $E>E_g$, the second $E<w$. For $w\le E_g$ no energy satisfies both, so $J=0$. Above the gap, set $u=w-E_g$ and $E=E_g+ut$:

$$J(w)=\int_{E_g}^{w}(E-E_g)^a(w-E)^b\,dE=\int_0^1 (ut)^a\,(u(1-t))^b\,u\,dt=C(a,b)\,u^{a+b+1}.$$

The integrand of $C$ is positive on $(0,1)$, so $C>0$.

If $J^p=su$ for all $u>0$, then $u=1$ gives $C^p=s$, and $u=2$ gives $C^p\,2^{(a+b+1)p}=2s$. Hence $(a+b+1)p=1$. Conversely, this $p$ gives $J^p=C^p u$.

For $a=b=\tfrac12$, put $t=\sin^2\theta$:

$$C=\int_0^{\pi/2}2\sin^2\theta\cos^2\theta\,d\theta=\tfrac12\int_0^{\pi/2}\sin^2 2\theta\,d\theta=\frac{\pi}{8}.$$

For a constant momentum matrix element and a constant refractive index take $\alpha=KJ/w$, with a constant $K>0$ and $E_g\ge 0$. Above the gap this yields $w\alpha=\frac{K\pi}{8}(w-E_g)^2$, and so $\sqrt{w\alpha}=m(w-E_g)$ with $m=\sqrt{K\pi/8}$. Two points $y_i=m(w_i-E_g)$ with $w_1\neq w_2$ and $m>0$ then give

$$\frac{w_1y_2-w_2y_1}{y_2-y_1}=\frac{mE_g(w_2-w_1)}{m(w_2-w_1)}=E_g .$$

The smallest case is $a=b=0$, two step-like edges, as for parabolic bands in two dimensions: $C=1$ and $J=w-E_g$, already linear without a root.

### The Lean file

```lean
import Mathlib

open scoped Real

namespace TaucLaw

noncomputable section

/-- Conduction-band density of states: a power law of exponent `a` above the edge `Eg`,
and zero elsewhere. -/
def conductionDOS (a Eg E : ℝ) : ℝ := if Eg < E then (E - Eg) ^ a else 0

/-- Valence-band density of states: a power law of exponent `b` below the edge at energy zero,
and zero elsewhere. -/
def valenceDOS (b E : ℝ) : ℝ := if E < 0 then (-E) ^ b else 0

/-- Joint density of states at photon energy `w`: all pairs of a valence level at `E - w`
and a conduction level at `E`, without momentum selection. -/
def jdos (a b Eg w : ℝ) : ℝ := ∫ E, conductionDOS a Eg E * valenceDOS b (E - w)

/-- The dimensionless prefactor of the joint density of states, for exponents `a, b ≥ 0`. -/
def taucConst (a b : ℝ) : ℝ := ∫ t in (0 : ℝ)..1, t ^ a * (1 - t) ^ b

/-- Absorption coefficient with constant prefactor `K`, for a constant momentum matrix element and
parabolic bands, at photon energy `w ≠ 0`. -/
def absorption (K Eg w : ℝ) : ℝ := K * jdos (1 / 2) (1 / 2) Eg w / w

/-- The joint density of states vanishes for photon energies up to the gap. -/
theorem jdos_below_gap {a b Eg w : ℝ} (h : w ≤ Eg) : jdos a b Eg w = 0 := by
  have hz : ∀ E, conductionDOS a Eg E * valenceDOS b (E - w) = 0 := by
    intro E
    by_cases h1 : Eg < E
    · have h2 : ¬ (E - w < 0) := by linarith
      rw [valenceDOS, if_neg h2, mul_zero]
    · rw [conductionDOS, if_neg h1, zero_mul]
  simp only [jdos, hz, MeasureTheory.integral_zero]

/-- From the gap upwards, only conduction levels between `Eg` and `w` contribute. -/
theorem jdos_eq_interval {a b Eg w : ℝ} (h : Eg ≤ w) :
    jdos a b Eg w = ∫ E in Eg..w, (E - Eg) ^ a * (w - E) ^ b := by
  rw [intervalIntegral.integral_of_le h, MeasureTheory.integral_Ioc_eq_integral_Ioo,
    ← MeasureTheory.integral_indicator measurableSet_Ioo]
  unfold jdos
  congr 1
  funext E
  by_cases h1 : Eg < E <;> by_cases h2 : E < w <;>
    simp [conductionDOS, valenceDOS, Set.indicator, h1, h2]

/-- The prefactor is positive for nonnegative band exponents. -/
theorem taucConst_pos {a b : ℝ} (ha : 0 ≤ a) (hb : 0 ≤ b) : 0 < taucConst a b := by
  have hc : Continuous fun t : ℝ => t ^ a * (1 - t) ^ b :=
    (continuous_id.rpow_const fun _ => Or.inr ha).mul
      ((continuous_const.sub continuous_id).rpow_const fun _ => Or.inr hb)
  refine intervalIntegral.intervalIntegral_pos_of_pos_on (hc.intervalIntegrable 0 1) ?_ one_pos
  intro t ht
  exact mul_pos (Real.rpow_pos_of_pos ht.1 a) (Real.rpow_pos_of_pos (sub_pos.2 ht.2) b)

/-- Above the gap, the joint density of states is a positive constant times the
power `a + b + 1` of the excess energy `w - Eg`. -/
theorem jdos_power_law {a b Eg w : ℝ} (ha : 0 ≤ a) (hb : 0 ≤ b) (h : Eg < w) :
    0 < taucConst a b ∧ jdos a b Eg w = taucConst a b * (w - Eg) ^ (a + b + 1) := by
  refine ⟨taucConst_pos ha hb, ?_⟩
  have hu : 0 < w - Eg := sub_pos.2 h
  -- substitute E = (w - Eg) t + Eg
  have key := intervalIntegral.smul_integral_comp_mul_add (a := 0) (b := 1)
    (fun E : ℝ => (E - Eg) ^ a * (w - E) ^ b) (w - Eg) Eg
  have e1 : (w - Eg) * 0 + Eg = Eg := by ring
  have e2 : (w - Eg) * 1 + Eg = w := by ring
  simp only [smul_eq_mul] at key
  rw [e1, e2] at key
  -- both band factors scale with the excess energy
  have hi : (∫ x in (0 : ℝ)..1, ((w - Eg) * x + Eg - Eg) ^ a * (w - ((w - Eg) * x + Eg)) ^ b)
      = (w - Eg) ^ (a + b) * taucConst a b := by
    rw [taucConst, ← intervalIntegral.integral_const_mul]
    apply intervalIntegral.integral_congr
    intro x hx
    rw [Set.uIcc_of_le zero_le_one] at hx
    have e3 : (w - Eg) * x + Eg - Eg = (w - Eg) * x := by ring
    have e4 : w - ((w - Eg) * x + Eg) = (w - Eg) * (1 - x) := by ring
    beta_reduce
    rw [e3, e4, Real.mul_rpow hu.le hx.1, Real.mul_rpow hu.le (sub_nonneg.2 hx.2),
      Real.rpow_add hu]
    ring
  rw [jdos_eq_interval h.le, ← key, hi, Real.rpow_add hu (a + b) 1, Real.rpow_one]
  ring

/-- A power `p` of the joint density of states is proportional to `w - Eg` above the gap
exactly when `p = 1 / (a + b + 1)`. -/
theorem linear_iff_exponent {a b Eg p : ℝ} (ha : 0 ≤ a) (hb : 0 ≤ b) :
    (∃ s : ℝ, ∀ w, Eg < w → jdos a b Eg w ^ p = s * (w - Eg)) ↔ p = 1 / (a + b + 1) := by
  have hC := taucConst_pos ha hb
  have hn : 0 < a + b + 1 := by linarith
  constructor
  · rintro ⟨s, hs⟩
    -- compare excess energies 1 and 2
    have h1 := hs (Eg + 1) (by linarith)
    have h2 := hs (Eg + 2) (by linarith)
    rw [(jdos_power_law ha hb (by linarith)).2, add_sub_cancel_left] at h1 h2
    simp only [Real.one_rpow, mul_one] at h1
    rw [Real.mul_rpow hC.le (by positivity), ← Real.rpow_mul (by norm_num), ← h1] at h2
    have h3 := mul_left_cancel₀ (Real.rpow_pos_of_pos hC p).ne' h2
    have h4 := congrArg Real.log h3
    rw [Real.log_rpow two_pos] at h4
    have hl : Real.log 2 ≠ 0 := (Real.log_pos one_lt_two).ne'
    have h5 : (a + b + 1) * p = 1 := mul_right_cancel₀ hl (by rw [h4, one_mul])
    rw [eq_div_iff hn.ne']
    linarith
  · intro hp
    refine ⟨taucConst a b ^ p, fun w hw => ?_⟩
    have hu : 0 < w - Eg := sub_pos.2 hw
    have hnp : (a + b + 1) * p = 1 := by rw [hp, mul_one_div_cancel hn.ne']
    rw [(jdos_power_law ha hb hw).2, Real.mul_rpow hC.le (Real.rpow_nonneg hu.le _),
      ← Real.rpow_mul hu.le, hnp, Real.rpow_one]

/-- For two square-root band edges the prefactor is `π / 8`. -/
theorem taucConst_half : taucConst (1 / 2) (1 / 2) = π / 8 := by
  have hc : Continuous fun t : ℝ => t ^ (1 / 2 : ℝ) * (1 - t) ^ (1 / 2 : ℝ) :=
    (continuous_id.rpow_const fun _ => Or.inr (by norm_num)).mul
      ((continuous_const.sub continuous_id).rpow_const fun _ => Or.inr (by norm_num))
  -- substitute t = sin² θ
  have key := intervalIntegral.integral_comp_mul_deriv (a := 0) (b := π / 2)
    (f := fun θ => Real.sin θ ^ 2) (f' := fun θ => 2 * Real.sin θ * Real.cos θ)
    (fun θ _ => by simpa using (Real.hasDerivAt_sin θ).fun_pow 2) (by fun_prop) hc
  have h0 : Real.sin 0 ^ 2 = 0 := by simp
  have h1 : Real.sin (π / 2) ^ 2 = 1 := by simp
  simp only [Function.comp_apply] at key
  rw [h0, h1] at key
  have hi : (∫ θ in (0 : ℝ)..(π / 2), (Real.sin θ ^ 2) ^ (1 / 2 : ℝ) *
      (1 - Real.sin θ ^ 2) ^ (1 / 2 : ℝ) * (2 * Real.sin θ * Real.cos θ))
      = ∫ θ in (0 : ℝ)..(π / 2), 2 * (Real.sin θ ^ 2 * Real.cos θ ^ 2) := by
    apply intervalIntegral.integral_congr
    intro θ hθ
    rw [Set.uIcc_of_le (by positivity)] at hθ
    have hs : 0 ≤ Real.sin θ :=
      Real.sin_nonneg_of_nonneg_of_le_pi hθ.1 (by linarith [hθ.2, Real.pi_pos])
    have hk : 0 ≤ Real.cos θ :=
      Real.cos_nonneg_of_neg_pi_div_two_le_of_le (by linarith [hθ.1, Real.pi_pos]) hθ.2
    beta_reduce
    rw [← Real.cos_sq', ← Real.sqrt_eq_rpow, ← Real.sqrt_eq_rpow,
      Real.sqrt_sq hs, Real.sqrt_sq hk]
    ring
  have h4 : Real.sin (4 * (π / 2)) = 0 := by
    rw [show 4 * (π / 2) = 2 * π by ring, Real.sin_two_pi]
  rw [taucConst, ← key, hi, intervalIntegral.integral_const_mul, integral_sin_sq_mul_cos_sq,
    h4, mul_zero, Real.sin_zero]
  ring

/-- For parabolic bands the joint density of states above the gap is `π (w - Eg)² / 8`. -/
theorem jdos_parabolic {Eg w : ℝ} (h : Eg < w) :
    jdos (1 / 2) (1 / 2) Eg w = π * (w - Eg) ^ 2 / 8 := by
  rw [(jdos_power_law (by norm_num) (by norm_num) h).2, taucConst_half,
    show (1 / 2 + 1 / 2 + 1 : ℝ) = ((2 : ℕ) : ℝ) by norm_num, Real.rpow_natCast]
  ring

/-- Tauc law: above the gap, the square root of photon energy times absorption coefficient
is linear in the photon energy and extrapolates to zero at `Eg`. -/
theorem tauc_law {K Eg w : ℝ} (hK : 0 ≤ K) (hE : 0 ≤ Eg) (h : Eg < w) :
    √(w * absorption K Eg w) = √(K * π / 8) * (w - Eg) := by
  have hw : w ≠ 0 := (lt_of_le_of_lt hE h).ne'
  have e : w * absorption K Eg w = K * π / 8 * (w - Eg) ^ 2 := by
    rw [absorption, jdos_parabolic h]
    field_simp
  rw [e, Real.sqrt_mul (by positivity), Real.sqrt_sq (sub_pos.2 h).le]

/-- The gap is the intercept of the straight line through two distinct points
of the Tauc plot above the gap. -/
theorem gap_from_two_points {K Eg w₁ w₂ : ℝ} (hK : 0 < K) (hE : 0 ≤ Eg)
    (h₁ : Eg < w₁) (h₂ : Eg < w₂) (hne : w₁ ≠ w₂) :
    Eg = (w₁ * √(w₂ * absorption K Eg w₂) - w₂ * √(w₁ * absorption K Eg w₁)) /
      (√(w₂ * absorption K Eg w₂) - √(w₁ * absorption K Eg w₁)) := by
  rw [tauc_law hK.le hE h₁, tauc_law hK.le hE h₂]
  have hs : 0 < √(K * π / 8) := Real.sqrt_pos.2 (by positivity)
  have hd : √(K * π / 8) * (w₂ - Eg) - √(K * π / 8) * (w₁ - Eg) ≠ 0 := by
    rw [← mul_sub, sub_sub_sub_cancel_right]
    exact mul_ne_zero hs.ne' (sub_ne_zero.2 hne.symm)
  rw [eq_div_iff hd]
  ring

end

end TaucLaw
```

```lean
#print axioms TaucLaw.jdos_below_gap
-- 'TaucLaw.jdos_below_gap' depends on axioms: [propext, Classical.choice, Quot.sound]
#print axioms TaucLaw.linear_iff_exponent
-- 'TaucLaw.linear_iff_exponent' depends on axioms: [propext, Classical.choice, Quot.sound]
#print axioms TaucLaw.tauc_law
-- 'TaucLaw.tauc_law' depends on axioms: [propext, Classical.choice, Quot.sound]
#print axioms TaucLaw.gap_from_two_points
-- 'TaucLaw.gap_from_two_points' depends on axioms: [propext, Classical.choice, Quot.sound]
```

### What the definitions say about the solid

`conductionDOS` and `valenceDOS` are the two edges with unit prefactors, and `jdos` is their integral over all real energies. `taucConst` is $C(a,b)$. Where the comments in the file say "parabolic bands", three-dimensional ones are meant, with square-root densities of states. Photon energy and level energies share one unit.

In `absorption`, the postulated `K` collects the squared momentum matrix element, the density prefactors and the refractive index, all taken as independent of energy. `tauc_law` assumes `0 ≤ K`, and `0 ≤ Eg` so that $w>0$ above the gap; `gap_from_two_points` assumes `0 < K`, since for `K = 0` the plot lies on the energy axis and does not single out the gap.

The model has a filled valence band, an empty conduction band and power laws at every energy. It leaves out excitons, band tails and broadening. Whether a given material follows it is a matter for experiment.

### How the proof follows the derivation

- `jdos_below_gap` splits on whether $E$ lies above $E_g$; `jdos_eq_interval` splits also on whether $E$ lies below $w$.
- `taucConst_pos` gets integrability from continuity, then positivity from the integrand.
- `jdos_power_law` substitutes with `smul_integral_comp_mul_add`; `Real.mul_rpow` then pulls the powers of $u$ out of both factors.
- `linear_iff_exponent` compares excess energies 1 and 2 and takes logarithms.
- `taucConst_half` substitutes $\sin^2\theta$. Sine and cosine are nonnegative on $[0,\pi/2]$, so the square roots undo the squares.
- `jdos_parabolic` inserts $\pi/8$, `tauc_law` takes the root using $w>E_g$, and `gap_from_two_points` checks that the denominator is nonzero before the algebra.

### In a numerical calculation

With computed densities of states in place of the power laws, the integral in `jdos` can be approximated by a sum over energy bins, $\sum_i D_c(E_i)\,D_v(E_i-w)\,\Delta E$, with $D_c$ and $D_v$ the computed conduction and valence densities. Like the model, this sum ignores momentum selection. If both densities follow exact square-root laws within $w-E_g$ of their edges, it approaches $\pi(w-E_g)^2/8$ times the product of their prefactors as the bins shrink. With measured data from a material taken to follow this model, one fits a line to $\sqrt{w\alpha}$ over a chosen window above the gap and reads the gap from its intercept with the energy axis.
